# The Galitskii-Migdal energy of an eigenstate in a finite fermionic model with one- and two-body terms

Remove an electron from an interacting system with energy $E_0$, and the remainder is left in one of several states with energies $E_m$. The removal spectrum records the energy differences $E_0-E_m$, and with each final state come complex amplitudes, one for every orbital from which the electron can be removed. This is one-particle information, while the electrons interact in pairs. Does it still fix the total energy?

It does for an exact eigenstate, if the Hamiltonian has only one- and two-body terms and the one-body coefficients are known. The argument computes the first moment of the spectrum as a commutator, and then counts how often that commutator returns each part of the Hamiltonian.

States are complex vectors indexed by a finite type `n`, operators are square matrices, and orbitals are labelled by a finite type `ι`. A continuum of states or an infinite orbital basis is therefore not covered.

```lean
import Mathlib

open Matrix

namespace GalitskiiMigdal

noncomputable section

variable {n ι : Type*} [Fintype n] [DecidableEq n] [Fintype ι] [DecidableEq ι]
```

## States, amplitudes and the first moment

Write $\langle x,y\rangle=\sum_a \overline{x_a}\,y_a$, which in Lean is `star x ⬝ᵥ y`. The Hamiltonian $H$ has eigenvectors $v_m$ with
$$\langle v_i,v_j\rangle=\delta_{ij},\qquad Hv_m=E_mv_m,\qquad E_m\in\mathbb R .$$
The label $m$ runs over `n` itself, so there are as many eigenvectors as dimensions.

```lean
/-- The vectors `v m` are orthonormal eigenvectors of `H` with real energies `E m`,
one for each dimension of the state space. -/
structure IsEigenbasis (H : Matrix n n ℂ) (v : n → n → ℂ) (E : n → ℝ) : Prop where
  orthonormal : ∀ i j, star (v i) ⬝ᵥ v j = if i = j then 1 else 0
  eigen : ∀ m, H *ᵥ v m = (E m : ℂ) • v m
```

For a state $\psi$ and an operator $A$, the expectation value is $\langle\psi,A\psi\rangle$.

```lean
/-- The expectation value `⟨ψ, A ψ⟩`. -/
def expect (ψ : n → ℂ) (A : Matrix n n ℂ) : ℂ := star ψ ⬝ᵥ A *ᵥ ψ
```

Removing a particle with $c$ and finding the remainder in $v_m$ has the amplitude $a_m=\langle v_m,c\psi\rangle$.

```lean
/-- The removal amplitude `⟨v_m, c ψ⟩`. -/
def amplitude (v : n → n → ℂ) (ψ : n → ℂ) (c : Matrix n n ℂ) (m : n) : ℂ :=
  star (v m) ⬝ᵥ c *ᵥ ψ
```

The first moment weights each removal energy by the squared amplitude:
$$M(c)=\sum_m (E_0-E_m)\,|a_m|^2 .$$
The sign convention counts the energy of the initial state minus that of the remainder, so an ionisation that costs energy contributes negatively.

```lean
/-- The first moment of the removal spectrum, `∑ (E0 - E_m) |⟨v_m, c ψ⟩|²`. -/
def removalMoment (v : n → n → ℂ) (E : n → ℝ) (E0 : ℝ) (ψ : n → ℂ)
    (c : Matrix n n ℂ) : ℝ :=
  ∑ m, (E0 - E m) * ‖amplitude v ψ c m‖ ^ 2
```

## Fermions and their Hamiltonian

The annihilation operators $c_p$ obey
$$c_pc_q+c_qc_p=0,\qquad c_pc_q^\dagger+c_q^\dagger c_p=\delta_{pq}.$$
These relations express the Pauli principle and the orthonormality of the orbitals. Each orbital holds at most one electron, so for electrons the label $p$ includes the spin. The adjoint $c^\dagger$ is `cᴴ` in the code.

```lean
/-- The canonical anticommutation relations for annihilation operators `c p`. -/
def IsFermionic (c : ι → Matrix n n ℂ) : Prop :=
  (∀ p q, c p * c q + c q * c p = 0) ∧
  (∀ p q, c p * (c q)ᴴ + (c q)ᴴ * c p = if p = q then 1 else 0)
```

The one-body part, for kinetic energy and external potential, is $T=\sum_{ij}h_{ij}\,c_i^\dagger c_j$.

```lean
/-- The one-body operator `∑ h_ij c_i† c_j`. -/
def oneBody (h : ι → ι → ℂ) (c : ι → Matrix n n ℂ) : Matrix n n ℂ :=
  ∑ i, ∑ j, h i j • ((c i)ᴴ * c j)
```

The interaction is $V=\frac12\sum_{ijkl}w_{ijkl}\,c_i^\dagger c_j^\dagger c_lc_k$, with the last two operators in the order $l,k$. No symmetry of $w$ is assumed.

```lean
/-- The two-body operator `(1/2) ∑ w_ijkl c_i† c_j† c_l c_k`. -/
def twoBody (w : ι → ι → ι → ι → ℂ) (c : ι → Matrix n n ℂ) : Matrix n n ℂ :=
  (1 / 2 : ℂ) • ∑ i, ∑ j, ∑ k, ∑ l, w i j k l • ((c i)ᴴ * (c j)ᴴ * c l * c k)
```

Summing the commutators that will appear below gives a map on operators,
$$R(X)=\sum_p c_p^\dagger[c_p,X],\qquad [c_p,X]=c_pX-Xc_p .$$
It is linear because the commutator is, and Lean stores the two linearity proofs with the definition.

```lean
/-- The linear map `X ↦ ∑ c_p† [c_p, X]`. -/
def removalMap (c : ι → Matrix n n ℂ) : Matrix n n ℂ →ₗ[ℂ] Matrix n n ℂ where
  toFun X := ∑ p, (c p)ᴴ * (c p * X - X * c p)
  map_add' X Y := by
    rw [← Finset.sum_add_distrib]
    exact Finset.sum_congr rfl fun p _ => by noncomm_ring
  map_smul' a X := by
    simp [Finset.smul_sum, smul_sub, mul_sub]
```

## Inserting the eigenstates

Put the $v_m$ into the columns of a matrix $U$. Orthonormality says $U^\dagger U=1$. For a square matrix a left inverse is also a right inverse, so $UU^\dagger=1$ and
$$\sum_m\langle x,v_m\rangle\langle v_m,y\rangle=\langle x,UU^\dagger y\rangle=\langle x,y\rangle .$$

```lean
/-- Inserting the complete set of eigenstates does not change an overlap. -/
theorem completeness {H : Matrix n n ℂ} {v : n → n → ℂ} {E : n → ℝ}
    (hv : IsEigenbasis H v E) (x y : n → ℂ) :
    ∑ m, (star x ⬝ᵥ v m) * (star (v m) ⬝ᵥ y) = star x ⬝ᵥ y := by
  let U : Matrix n n ℂ := Matrix.of fun a m => v m a
  have h1 : Uᴴ * U = 1 := by
    ext i j
    rw [Matrix.one_apply]
    exact hv.orthonormal i j
  have h2 : U * Uᴴ = 1 := mul_eq_one_comm.mp h1
  calc ∑ m, (star x ⬝ᵥ v m) * (star (v m) ⬝ᵥ y)
      = (star x ᵥ* U) ⬝ᵥ (Uᴴ *ᵥ y) := rfl
    _ = star x ⬝ᵥ y := by
      rw [← Matrix.dotProduct_mulVec, Matrix.mulVec_mulVec, h2, Matrix.one_mulVec]
```

The two steps are `h1` and `h2`; the second, through `mul_eq_one_comm`, is where finite dimension enters.

Moving $c^\dagger$ to the left side of an overlap gives $\langle\psi,c^\dagger B\psi\rangle=\langle c\psi,B\psi\rangle$.

```lean
omit [DecidableEq n] in
/-- The expectation value of `c† B` is the overlap of `c ψ` with `B ψ`. -/
theorem expect_conjTranspose_mul (ψ : n → ℂ) (c B : Matrix n n ℂ) :
    expect ψ (cᴴ * B) = star (c *ᵥ ψ) ⬝ᵥ (B *ᵥ ψ) := by
  rw [expect, Matrix.star_mulVec, ← Matrix.dotProduct_mulVec, Matrix.mulVec_mulVec]
```

## The first moment is a commutator

Let $H\psi=E_0\psi$. Then
$$[c,H]\psi=cH\psi-Hc\psi=E_0\,c\psi-H\,c\psi .$$
Since $H$ is Hermitian, it acts to the left on $v_m$, so that $\langle v_m,Hc\psi\rangle=E_ma_m$. Inserting the eigenstates in both terms gives
$$\langle\psi,c^\dagger[c,H]\psi\rangle=E_0\langle c\psi,c\psi\rangle-\langle c\psi,Hc\psi\rangle=\sum_m(E_0-E_m)|a_m|^2=M(c).$$

```lean
/-- The first moment of the removal spectrum of an eigenstate `ψ` is the expectation value
of `c† [c, H]`, for any matrix `c`. -/
theorem removal_first_moment {H : Matrix n n ℂ} {v : n → n → ℂ} {E : n → ℝ}
    (hH : H.IsHermitian) (hv : IsEigenbasis H v E) {ψ : n → ℂ} {E0 : ℝ}
    (hψ : H *ᵥ ψ = (E0 : ℂ) • ψ) (c : Matrix n n ℂ) :
    (removalMoment v E E0 ψ c : ℂ) = expect ψ (cᴴ * (c * H - H * c)) := by
  -- H acts to the left on an eigenvector
  have hx : ∀ m, star (v m) ⬝ᵥ H *ᵥ (c *ᵥ ψ) = E m * (star (v m) ⬝ᵥ c *ᵥ ψ) := by
    intro m
    have h : star (v m) ᵥ* H = (E m : ℂ) • star (v m) := by
      have h0 := Matrix.star_mulVec H (v m)
      rw [hH.eq, hv.eigen m] at h0
      rw [← h0]
      simp [star_smul]
    rw [Matrix.dotProduct_mulVec, h, smul_dotProduct, smul_eq_mul]
  have key : (c * H - H * c) *ᵥ ψ = (E0 : ℂ) • (c *ᵥ ψ) - H *ᵥ (c *ᵥ ψ) := by
    rw [Matrix.sub_mulVec, ← Matrix.mulVec_mulVec, hψ, Matrix.mulVec_smul,
      ← Matrix.mulVec_mulVec]
  rw [expect_conjTranspose_mul, key, dotProduct_sub, dotProduct_smul,
    ← completeness hv (c *ᵥ ψ) (c *ᵥ ψ), ← completeness hv (c *ᵥ ψ) (H *ᵥ (c *ᵥ ψ)),
    smul_eq_mul, Finset.mul_sum, ← Finset.sum_sub_distrib]
  unfold removalMoment amplitude
  push_cast
  refine Finset.sum_congr rfl fun m _ => ?_
  have hs : star (c *ᵥ ψ) ⬝ᵥ v m = star (star (v m) ⬝ᵥ c *ᵥ ψ) :=
    Matrix.star_dotProduct _ _
  rw [hx m, hs, ← Complex.conj_mul', Complex.star_def]
  ring
```

In the proof, `key` is the action of the commutator on $\psi$ and `hx` is the action of $H$ to the left. The matrix $c$ is arbitrary: no anticommutation relation has been used, and $\psi$ need not be normalised. The hypothesis `hH` is stated for convenience, since a matrix with an orthonormal eigenbasis and real eigenvalues is Hermitian anyway.

That $\psi$ is an eigenstate does matter. Take $H=\mathrm{diag}(0,1)$, $c=\mathrm{diag}(1,0)$, $\psi=(1,1)/\sqrt2$, and let $E_0=\frac12$ be the mean energy. The matrices commute, so the right side of the identity is $0$, but the moment is $(\frac12-0)\cdot\frac12=\frac14$.

## Counting one-body and two-body terms

For a single one-body product, add and subtract $c_i^\dagger c_pc_j$. With $\{A,B\}=AB+BA$,
$$[c_p,c_i^\dagger c_j]=\{c_p,c_i^\dagger\}c_j-c_i^\dagger\{c_p,c_j\}=\delta_{pi}c_j .$$
Multiplying by $c_p^\dagger$ and summing over $p$ restores $c_i^\dagger c_j$. By linearity, $R(T)=T$.

```lean
/-- If the `c p` satisfy the canonical anticommutation relations, the map `X ↦ ∑ c_p† [c_p, X]`
returns a one-body operator unchanged. -/
theorem removalMap_oneBody {c : ι → Matrix n n ℂ} (hc : IsFermionic c) (h : ι → ι → ℂ) :
    removalMap c (oneBody h c) = oneBody h c := by
  have hq : ∀ i j, removalMap c ((c i)ᴴ * c j) = (c i)ᴴ * c j := by
    intro i j
    have hp : ∀ p, c p * ((c i)ᴴ * c j) - (c i)ᴴ * c j * c p
        = (if p = i then 1 else 0) * c j := by
      intro p
      calc _ = (c p * (c i)ᴴ + (c i)ᴴ * c p) * c j
            - (c i)ᴴ * (c p * c j + c j * c p) := by noncomm_ring
        _ = _ := by rw [hc.2 p i, hc.1 p j, mul_zero, sub_zero]
    change ∑ p, (c p)ᴴ * (c p * ((c i)ᴴ * c j) - (c i)ᴴ * c j * c p) = _
    simp only [hp]
    simp
  simp only [oneBody, map_sum, map_smul, hq]
```

Here `hp` is the commutator and `hq` the restored product.

For a two-body product, $c_p$ passes four factors:
$$\begin{aligned}[c_p,c_i^\dagger c_j^\dagger c_lc_k]={}&\{c_p,c_i^\dagger\}c_j^\dagger c_lc_k-c_i^\dagger\{c_p,c_j^\dagger\}c_lc_k\\&+c_i^\dagger c_j^\dagger\{c_p,c_l\}c_k-c_i^\dagger c_j^\dagger c_l\{c_p,c_k\}\\={}&\delta_{pi}\,c_j^\dagger c_lc_k-\delta_{pj}\,c_i^\dagger c_lc_k .\end{aligned}$$
Multiplying by $c_p^\dagger$ and summing, then using $c_j^\dagger c_i^\dagger=-c_i^\dagger c_j^\dagger$, gives
$$c_i^\dagger c_j^\dagger c_lc_k-c_j^\dagger c_i^\dagger c_lc_k=2\,c_i^\dagger c_j^\dagger c_lc_k .$$
Hence $R(V)=2V$: either particle of an interacting pair can be the one removed.

```lean
/-- If the `c p` satisfy the canonical anticommutation relations, the map `X ↦ ∑ c_p† [c_p, X]`
doubles a two-body operator. -/
theorem removalMap_twoBody {c : ι → Matrix n n ℂ} (hc : IsFermionic c)
    (w : ι → ι → ι → ι → ℂ) :
    removalMap c (twoBody w c) = twoBody w c + twoBody w c := by
  have hq : ∀ i j k l, removalMap c ((c i)ᴴ * (c j)ᴴ * c l * c k)
      = (c i)ᴴ * (c j)ᴴ * c l * c k + (c i)ᴴ * (c j)ᴴ * c l * c k := by
    intro i j k l
    -- move c_p through the four factors
    have hp : ∀ p, c p * ((c i)ᴴ * (c j)ᴴ * c l * c k) - (c i)ᴴ * (c j)ᴴ * c l * c k * c p
        = (if p = i then 1 else 0) * ((c j)ᴴ * (c l * c k))
          - (c i)ᴴ * ((if p = j then 1 else 0) * (c l * c k)) := by
      intro p
      rw [← hc.2 p i, ← hc.2 p j]
      calc _ = (c p * (c i)ᴴ + (c i)ᴴ * c p) * ((c j)ᴴ * (c l * c k))
            - (c i)ᴴ * ((c p * (c j)ᴴ + (c j)ᴴ * c p) * (c l * c k))
            + (c i)ᴴ * (c j)ᴴ * (c p * c l + c l * c p) * c k
            - (c i)ᴴ * (c j)ᴴ * c l * (c p * c k + c k * c p) := by noncomm_ring
        _ = _ := by
          rw [hc.1 p l, hc.1 p k, mul_zero, mul_zero, zero_mul, add_zero, sub_zero]
    have hd : (c j)ᴴ * (c i)ᴴ + (c i)ᴴ * (c j)ᴴ = 0 := by
      rw [← Matrix.conjTranspose_mul, ← Matrix.conjTranspose_mul,
        ← Matrix.conjTranspose_add, hc.1 i j, Matrix.conjTranspose_zero]
    have hsum : removalMap c ((c i)ᴴ * (c j)ᴴ * c l * c k)
        = (c i)ᴴ * ((c j)ᴴ * (c l * c k)) - (c j)ᴴ * ((c i)ᴴ * (c l * c k)) := by
      change ∑ p, (c p)ᴴ * (c p * ((c i)ᴴ * (c j)ᴴ * c l * c k)
        - (c i)ᴴ * (c j)ᴴ * c l * c k * c p) = _
      simp only [hp]
      simp [mul_sub, Finset.sum_sub_distrib]
    rw [hsum]
    calc _ = (c i)ᴴ * (c j)ᴴ * c l * c k + (c i)ᴴ * (c j)ᴴ * c l * c k
          - ((c j)ᴴ * (c i)ᴴ + (c i)ᴴ * (c j)ᴴ) * (c l * c k) := by noncomm_ring
      _ = _ := by rw [hd, zero_mul, sub_zero]
  simp only [twoBody, map_sum, map_smul, hq, smul_add, Finset.sum_add_distrib]
```

The names follow the same route: `hp` is the commutator, `hsum` the sum over $p$, and `hd` the anticommutation of two creation operators. The regrouping of products is done by `noncomm_ring`.

## From the moments to the energy

Expectation values add: $\langle\psi,(A+B)\psi\rangle=\langle\psi,A\psi\rangle+\langle\psi,B\psi\rangle$.

```lean
omit [DecidableEq n] in
/-- Expectation values are additive. -/
theorem expect_add (ψ : n → ℂ) (A B : Matrix n n ℂ) :
    expect ψ (A + B) = expect ψ A + expect ψ B := by
  rw [expect, Matrix.add_mulVec, dotProduct_add, expect, expect]
```

Now set $H=T+V$ and abbreviate $\langle A\rangle=\langle\psi,A\psi\rangle$. Summing the first-moment identity over all modes gives
$$\sum_pM(c_p)=\langle R(T+V)\rangle=\langle T\rangle+2\langle V\rangle .$$

```lean
/-- For fermionic `c p` and an eigenstate `ψ` of the sum of a one-body and a two-body operator, the
removal first moments, summed over all modes, give the one-body expectation value plus twice the
two-body expectation value. -/
theorem sum_removalMoment {c : ι → Matrix n n ℂ} (hc : IsFermionic c)
    {h : ι → ι → ℂ} {w : ι → ι → ι → ι → ℂ} {v : n → n → ℂ} {E : n → ℝ}
    (hH : (oneBody h c + twoBody w c).IsHermitian)
    (hv : IsEigenbasis (oneBody h c + twoBody w c) v E) {ψ : n → ℂ} {E0 : ℝ}
    (hψ : (oneBody h c + twoBody w c) *ᵥ ψ = (E0 : ℂ) • ψ) :
    ∑ p, (removalMoment v E E0 ψ (c p) : ℂ)
      = expect ψ (oneBody h c) + 2 * expect ψ (twoBody w c) := by
  have hs := map_sum (AddMonoidHom.mk' (expect ψ) (expect_add ψ))
    (fun p => (c p)ᴴ * (c p * (oneBody h c + twoBody w c)
      - (oneBody h c + twoBody w c) * c p)) Finset.univ
  rw [Finset.sum_congr rfl fun p _ => removal_first_moment hH hv hψ (c p)]
  refine hs.symm.trans ?_
  change expect ψ (removalMap c (oneBody h c + twoBody w c)) = _
  rw [map_add, removalMap_oneBody hc, removalMap_twoBody hc, expect_add, expect_add]
  ring
```

This sum is not in general the total energy. For a normalised eigenstate it equals $E_0+\langle V\rangle$, because the interaction has been counted twice. In Hartree-Fock theory, the sum of the occupied orbital energies counts the interaction twice in the same way.

The cure is to add $\langle T\rangle$ and halve. Write $a_{p,m}=\langle v_m,c_p\psi\rangle$. Inserting the eigenstates once more gives the one-body energy from the same amplitudes:
$$\langle T\rangle=\sum_{ij}h_{ij}\langle c_i\psi,c_j\psi\rangle=\sum_{ij}h_{ij}\sum_m\overline{a_{i,m}}\,a_{j,m}.$$
For $\langle\psi,\psi\rangle=1$ we also have $\langle T\rangle+\langle V\rangle=E_0$. Therefore
$$E_0=\tfrac12\bigl(\langle T\rangle+\langle T\rangle+2\langle V\rangle\bigr)=\frac12\Bigl(\sum_{ij}h_{ij}\sum_m\overline{a_{i,m}}\,a_{j,m}+\sum_pM(c_p)\Bigr).$$

```lean
/-- Galitskii-Migdal formula: the energy of a normalised eigenstate of a Hamiltonian with one- and
two-body terms, written through the one-body coefficients, the removal amplitudes and the removal
energies. -/
theorem galitskii_migdal {c : ι → Matrix n n ℂ} (hc : IsFermionic c)
    {h : ι → ι → ℂ} {w : ι → ι → ι → ι → ℂ} {v : n → n → ℂ} {E : n → ℝ}
    (hH : (oneBody h c + twoBody w c).IsHermitian)
    (hv : IsEigenbasis (oneBody h c + twoBody w c) v E) {ψ : n → ℂ} {E0 : ℝ}
    (hψ : (oneBody h c + twoBody w c) *ᵥ ψ = (E0 : ℂ) • ψ) (hn : star ψ ⬝ᵥ ψ = 1) :
    (E0 : ℂ) = 1 / 2 *
      (∑ i, ∑ j, h i j * ∑ m, star (amplitude v ψ (c i) m) * amplitude v ψ (c j) m
        + ∑ p, (removalMoment v E E0 ψ (c p) : ℂ)) := by
  -- the one-body density matrix from the removal amplitudes
  have hd : ∀ i j, expect ψ ((c i)ᴴ * c j)
      = ∑ m, star (amplitude v ψ (c i) m) * amplitude v ψ (c j) m := by
    intro i j
    rw [expect_conjTranspose_mul, ← completeness hv]
    refine Finset.sum_congr rfl fun m _ => ?_
    have hs : star (c i *ᵥ ψ) ⬝ᵥ v m = star (star (v m) ⬝ᵥ c i *ᵥ ψ) :=
      Matrix.star_dotProduct _ _
    rw [hs, amplitude, amplitude]
  have hsum : ∀ f : ι → Matrix n n ℂ, expect ψ (∑ i, f i) = ∑ i, expect ψ (f i) :=
    fun f => map_sum (AddMonoidHom.mk' (expect ψ) (expect_add ψ)) f Finset.univ
  have hsmul : ∀ (a : ℂ) (A : Matrix n n ℂ), expect ψ (a • A) = a * expect ψ A := by
    intro a A
    rw [expect, Matrix.smul_mulVec, dotProduct_smul, smul_eq_mul, expect]
  have hT : expect ψ (oneBody h c) = ∑ i, ∑ j, h i j *
      ∑ m, star (amplitude v ψ (c i) m) * amplitude v ψ (c j) m := by
    simp only [oneBody, hsum, hsmul, hd]
  have he : expect ψ (oneBody h c) + expect ψ (twoBody w c) = E0 := by
    rw [← expect_add, expect, hψ, dotProduct_smul, hn, smul_eq_mul, mul_one]
  rw [← hT]
  linear_combination -he - (1 / 2 : ℂ) * sum_removalMoment hc hH hv hψ
```

The hypotheses of `galitskii_migdal` are the anticommutation relations `hc`, a Hermitian total Hamiltonian `hH` with eigenbasis `hv`, and a normalised eigenstate (`hψ` and `hn`), which need not be the ground state. Within the proof, `hd` rewrites the one-body density matrix through amplitudes, `hT` sums it to $\langle T\rangle$, and `he` is the energy balance. The final `linear_combination` performs the halving.

The formula is often written as a frequency integral over the one-particle Green's function. The theorem gives the corresponding sum over states and defines neither the Green's function nor the integral. In that language, the total energy follows from the removal part of the Green's function together with the one-body coefficients. This is proved here for exact eigenstates in a finite orbital space; the theorem makes no claim about the energy obtained from an approximate Green's function.

## Two modes as explicit matrices

On the basis $|00\rangle,|01\rangle,|10\rangle,|11\rangle$, let $c_0$ empty the first mode and $c_1$ the second:
$$c_0|10\rangle=|00\rangle,\quad c_0|11\rangle=|01\rangle,\quad c_1|01\rangle=|00\rangle,\quad c_1|11\rangle=-|10\rangle,$$
with all other basis states sent to zero.

```lean
/-- Two annihilation operators on the Fock space with basis `|00⟩, |01⟩, |10⟩, |11⟩`. -/
def twoModes : Fin 2 → Matrix (Fin 4) (Fin 4) ℂ :=
  ![!![0, 0, 1, 0; 0, 0, 0, 1; 0, 0, 0, 0; 0, 0, 0, 0],
    !![0, 1, 0, 0; 0, 0, 0, 0; 0, 0, 0, -1; 0, 0, 0, 0]]
```

The minus sign makes the two orders of removal cancel:
$$(c_0c_1+c_1c_0)|11\rangle=-|00\rangle+|00\rangle=0 .$$
The remaining relations are checked in the same way, entry by entry, for every pair of modes.

```lean
/-- The two explicit modes satisfy the canonical anticommutation relations. -/
theorem isFermionic_witness : IsFermionic twoModes := by
  -- expand into matrix entries before inserting the explicit numbers
  constructor <;> intro p q <;> ext i j <;>
    simp only [Matrix.add_apply, Matrix.mul_apply, Matrix.conjTranspose_apply,
      Fin.sum_univ_four] <;>
    fin_cases p <;> fin_cases q <;> fin_cases i <;> fin_cases j <;>
    simp [twoModes]

end

end GalitskiiMigdal
```

```lean
#print axioms GalitskiiMigdal.galitskii_migdal
```

```
'GalitskiiMigdal.galitskii_migdal' depends on axioms: [propext, Classical.choice, Quot.sound]
```
